# Weighted forbidden intensities give the squared change of a grid density under a centring translation

To ask how far a crystal density departs from a lattice centring, and how much intensity that departure puts into the reflections the centring forbids, the density is taken here as complex values $r(x)$ on a periodic grid with $N$ divisions along each of $n$ cell axes. A crystal has $n=3$, and $r$ is the textbook $\rho$. A point $x$ has fractional coordinates $x/N$, and a centring translation is a grid vector $c$. In Lean both have type `Fin n → ZMod N`, so arithmetic modulo $N$ supplies the periodicity; `NeZero N` excludes $N=0$.

```lean
import Mathlib

open Matrix Finset
open scoped Real ComplexConjugate

namespace CentringDefect

noncomputable section

variable {n N : ℕ} [NeZero N]
```

## Structure factors, defect and forbidden intensity

Write $e(a)=\exp(2\pi i a/N)$ for $a$ modulo $N$. The structure factor of the reflection $h$, which stands for the whole set of indices, is

$$F(h)=\sum_x r(x)\,e(h\cdot x).$$

```lean
/-- The structure factor `F(h) = ∑ x, r(x) exp(2πi h·x/N)` of a complex density `r` sampled on
the grid `(ZMod N)^n`. -/
def structureFactor (r : (Fin n → ZMod N) → ℂ) (h : Fin n → ZMod N) : ℂ :=
  ∑ x, r x * ZMod.stdAddChar (h ⬝ᵥ x)
```

Here `ZMod.stdAddChar` is $e$ and `h ⬝ᵥ x` is $h\cdot x$ modulo $N$. The exponent has the crystallographic plus sign, and the sum carries no volume factor.

The violation of the centring is measured by the summed squared change

$$D(c)=\sum_x |r(x+c)-r(x)|^2,$$

which vanishes exactly when $r$ has the translation $c$ as a symmetry.

```lean
/-- The centring defect: the summed squared change of the density under translation by `c`. -/
def centringDefect (r : (Fin n → ZMod N) → ℂ) (c : Fin n → ZMod N) : ℝ :=
  ∑ x, ‖r (x + c) - r x‖ ^ 2
```

A reflection is forbidden by $c$ when $h\cdot c\neq0$ modulo $N$. The total forbidden intensity is

$$I(c)=\sum_{h\cdot c\ne 0}|F(h)|^2.$$

```lean
/-- The total intensity in the reflections forbidden by the centring vector `c`, those with
`h·c ≠ 0` modulo `N`. -/
def forbiddenIntensity (r : (Fin n → ZMod N) → ℂ) (c : Fin n → ZMod N) : ℝ :=
  ∑ h with h ⬝ᵥ c ≠ 0, ‖structureFactor r h‖ ^ 2
```

For body centring, with $N$ even and $c=(N/2,N/2,N/2)$, the condition $h\cdot c\neq0$ says that $h_0+h_1+h_2$ is odd.

## Phase factors

Reversing a phase angle conjugates the phase factor: $e(-a)=\overline{e(a)}$.

```lean
/-- Reversing the sign of a phase angle conjugates the phase factor. -/
theorem phase_neg (a : ZMod N) :
    (ZMod.stdAddChar (-a) : ℂ) = conj (ZMod.stdAddChar a : ℂ) := by
  rw [ZMod.stdAddChar_apply, ZMod.stdAddChar_apply, AddChar.map_neg_eq_inv,
    Circle.coe_inv_eq_conj]
```

With $t=\pi a/N$, the squared distance of a phase factor from one is

$$|e(a)-1|^2=(\cos 2t-1)^2+\sin^2 2t=2-2\cos 2t=4\sin^2 t.$$

```lean
/-- The squared distance between the phase factor `exp(2πi a/N)` and `1` is `4 sin²(πa/N)`. -/
theorem phase_gap (a : ZMod N) :
    ‖(ZMod.stdAddChar a : ℂ) - 1‖ ^ 2 = 4 * Real.sin (π * a.val / N) ^ 2 := by
  have h := ZMod.stdAddChar_coe (N := N) (a.val : ℤ)
  simp only [Int.cast_natCast, ZMod.natCast_zmod_val] at h
  obtain ⟨t, ht⟩ : ∃ t : ℝ, t = π * a.val / N := ⟨_, rfl⟩
  have e1 : (ZMod.stdAddChar a : ℂ)
      = (Real.cos (2 * t) : ℂ) + (Real.sin (2 * t) : ℂ) * Complex.I := by
    rw [h, Complex.ofReal_cos, Complex.ofReal_sin, ← Complex.exp_mul_I, ht]
    congr 1
    push_cast
    ring
  have hn : ∀ u v : ℝ, ‖(u : ℂ) + v * Complex.I - 1‖ ^ 2 = (u - 1) ^ 2 + v ^ 2 := by
    intro u v
    rw [← Complex.normSq_eq_norm_sq, Complex.normSq_apply]
    simp
    ring
  rw [← ht, e1, hn, Real.cos_two_mul, Real.sin_two_mul]
  linear_combination 4 * (Real.cos t ^ 2 - 1) * Real.sin_sq_add_cos_sq t
```

Lean takes the representative `a.val` between $0$ and $N-1$; any other integer representative gives the same $\sin^2$. The proof splits $e(a)$ into real and imaginary parts, applies the double-angle formulas and finishes with $\sin^2t+\cos^2t=1$.

Next comes orthogonality. Let $S=\sum_h e(h\cdot x)$. At $x=0$ every term is one and $S=N^n$. Otherwise some component $x_i$ is nonzero. Raising $h_i$ by one merely reorders the sum, yet multiplies it by $e(x_i)$, so $e(x_i)S=S$. Since $e(x_i)\neq1$, it follows that $S=0$.

```lean
/-- Orthogonality of phases: `exp(2πi h·x/N)` summed over all reflections `h` is `N^n` at the
origin `x = 0` and zero at every other grid point. -/
theorem phase_sum (x : Fin n → ZMod N) :
    ∑ h : Fin n → ZMod N, (ZMod.stdAddChar (h ⬝ᵥ x) : ℂ) = if x = 0 then (N : ℂ) ^ n else 0 := by
  by_cases hx : x = 0
  · subst hx
    simp [ZMod.card]
  · rw [if_neg hx]
    obtain ⟨i, hi⟩ := Function.ne_iff.mp hx
    simp only [Pi.zero_apply, ne_eq] at hi
    obtain ⟨u, hu⟩ : ∃ u : Fin n → ZMod N, u ⬝ᵥ x = x i :=
      ⟨Pi.single i 1, by rw [single_dotProduct, one_mul]⟩
    -- shifting `h` by one unit along axis `i` multiplies the sum by a phase other than one
    have hS : (ZMod.stdAddChar (x i) : ℂ) * ∑ h : Fin n → ZMod N, ZMod.stdAddChar (h ⬝ᵥ x)
        = ∑ h : Fin n → ZMod N, (ZMod.stdAddChar (h ⬝ᵥ x) : ℂ) := by
      rw [Finset.mul_sum]
      refine Fintype.sum_equiv (Equiv.addRight u) _ _ fun h => ?_
      simp only [Equiv.coe_addRight, add_dotProduct, hu, AddChar.map_add_eq_mul]
      exact mul_comm _ _
    by_contra hne
    have h1 := mul_right_cancel₀ hne (hS.trans (one_mul _).symm)
    exact hi (ZMod.injective_stdAddChar (h1.trans (AddChar.map_zero_eq_one _).symm))
```

The vector `u` is the unit step along axis `i`, `Fintype.sum_equiv` does the reordering, and `ZMod.injective_stdAddChar` supplies $e(x_i)\ne1$.

## Parseval's identity and translation

Expanding the squared modulus and summing over $h$ first gives

$$\sum_h|F(h)|^2=\sum_{x,y}r(x)\overline{r(y)}\sum_h e(h\cdot(x-y))=N^n\sum_x|r(x)|^2,$$

because only $y=x$ survives.

```lean
/-- Parseval's identity: the total diffracted intensity is `N^n` times the summed squared
modulus of the density. -/
theorem parseval (r : (Fin n → ZMod N) → ℂ) :
    ∑ h, ‖structureFactor r h‖ ^ 2 = (N : ℝ) ^ n * ∑ x, ‖r x‖ ^ 2 := by
  have key : ∑ h, structureFactor r h * conj (structureFactor r h)
      = (N : ℂ) ^ n * ∑ x, r x * conj (r x) := by
    calc _ = ∑ h : Fin n → ZMod N, ∑ x, ∑ y,
          r x * conj (r y) * ZMod.stdAddChar (h ⬝ᵥ (x - y)) := by
          refine Finset.sum_congr rfl fun h _ => ?_
          rw [structureFactor, map_sum, Finset.sum_mul_sum]
          refine Finset.sum_congr rfl fun x _ => Finset.sum_congr rfl fun y _ => ?_
          rw [map_mul, ← phase_neg, dotProduct_sub, sub_eq_add_neg, AddChar.map_add_eq_mul]
          ring
      _ = ∑ x, ∑ y, r x * conj (r y) *
          ∑ h : Fin n → ZMod N, ZMod.stdAddChar (h ⬝ᵥ (x - y)) := by
          rw [Finset.sum_comm]
          refine Finset.sum_congr rfl fun x _ => ?_
          rw [Finset.sum_comm]
          refine Finset.sum_congr rfl fun y _ => ?_
          rw [Finset.mul_sum]
      _ = _ := by
          -- only the diagonal terms `y = x` survive
          rw [Finset.mul_sum]
          refine Finset.sum_congr rfl fun x _ => ?_
          rw [Finset.sum_eq_single x]
          · rw [sub_self, phase_sum, if_pos rfl]
            ring
          · intro y _ hy
            rw [phase_sum, if_neg (sub_ne_zero.mpr hy.symm), mul_zero]
          · intro hx
            exact absurd (Finset.mem_univ x) hx
  simp only [Complex.mul_conj, Complex.normSq_eq_norm_sq] at key
  exact_mod_cast key
```

The `calc` block follows these equalities in $\mathbb C$; the last line carries the result over to real numbers.

For the translated density $x\mapsto r(x+c)$, whose features are displaced by $-c$, substitute $y=x+c$:

$$\sum_x r(x+c)\,e(h\cdot x)=\sum_y r(y)\,e(h\cdot y-h\cdot c)=e(-h\cdot c)\,F(h).$$

```lean
/-- The density `x ↦ r (x + c)`, which is `r` displaced by `-c`, has the structure factors of `r`
multiplied by `exp(-2πi h·c/N)`. -/
theorem structureFactor_shift (r : (Fin n → ZMod N) → ℂ) (c h : Fin n → ZMod N) :
    structureFactor (fun x => r (x + c)) h
      = ZMod.stdAddChar (-(h ⬝ᵥ c)) * structureFactor r h := by
  rw [structureFactor, structureFactor, Finset.mul_sum]
  refine Fintype.sum_equiv (Equiv.addRight c) _ _ fun x => ?_
  change r (x + c) * (ZMod.stdAddChar (h ⬝ᵥ x) : ℂ)
    = ZMod.stdAddChar (-(h ⬝ᵥ c)) * (r (x + c) * ZMod.stdAddChar (h ⬝ᵥ (x + c)))
  have hx : h ⬝ᵥ x = -(h ⬝ᵥ c) + h ⬝ᵥ (x + c) := by
    rw [dotProduct_add]
    ring
  rw [hx, AddChar.map_add_eq_mul]
  ring
```

## The defect as a weighted sum of intensities

By linearity, the difference density $r(x+c)-r(x)$ has structure factors $(e(-h\cdot c)-1)F(h)$. Conjugation leaves the modulus of the bracket unchanged, so its square is $4\sin^2(\pi h\cdot c/N)$. Parseval's identity for the difference density then gives

$$D(c)=\frac1{N^n}\sum_h 4\sin^2\!\left(\frac{\pi\,h\cdot c}{N}\right)|F(h)|^2.$$

```lean
/-- The centring defect of any complex density under any grid translation `c` is the sum of all
intensities weighted by `4 sin²(π h·c/N)`, divided by the number `N^n` of grid points. -/
theorem centringDefect_eq (r : (Fin n → ZMod N) → ℂ) (c : Fin n → ZMod N) :
    centringDefect r c = 1 / (N : ℝ) ^ n *
      ∑ h, 4 * Real.sin (π * (h ⬝ᵥ c).val / N) ^ 2 * ‖structureFactor r h‖ ^ 2 := by
  have hN : (N : ℝ) ^ n ≠ 0 := pow_ne_zero _ (Nat.cast_ne_zero.mpr (NeZero.ne N))
  have hF : ∀ h, structureFactor (fun x => r (x + c) - r x) h
      = (ZMod.stdAddChar (-(h ⬝ᵥ c)) - 1) * structureFactor r h := by
    intro h
    rw [sub_mul, one_mul, ← structureFactor_shift]
    simp only [structureFactor, sub_mul, Finset.sum_sub_distrib]
  have hc : ∀ z : ℂ, conj z - 1 = conj (z - 1) := fun z => by rw [map_sub, map_one]
  -- Parseval for the difference density
  have hw : ∑ h, 4 * Real.sin (π * (h ⬝ᵥ c).val / N) ^ 2 * ‖structureFactor r h‖ ^ 2
      = (N : ℝ) ^ n * centringDefect r c := by
    refine Eq.trans ?_ (parseval (fun x => r (x + c) - r x))
    refine Finset.sum_congr rfl fun h _ => ?_
    rw [hF, norm_mul, mul_pow, phase_neg, hc, RCLike.norm_conj, phase_gap]
  rw [hw, one_div, inv_mul_cancel_left₀ hN]
```

This holds for every complex $r$ and every grid vector $c$. The weight is zero for allowed reflections and positive for forbidden ones. In the proof, `hF` is the transform of the difference and `hw` is Parseval's identity with the weights inserted.

## Equal weights for twofold and threefold centrings

The hypothesis $2c=0$ says that applying the translation twice gives a lattice vector of the cell, as for A, B, C and I centring and for each single translation of F centring. Then $e(h\cdot c)^2=e(h\cdot 2c)=1$, so a forbidden reflection has $e(h\cdot c)=-1$ and weight $|-1-1|^2=4$. Hence

$$D(c)=\frac{4}{N^n}\,I(c).$$

```lean
/-- For a centring vector with `2c = 0` on the periodic grid, the defect is `4/N^n` times the
intensity in the forbidden reflections. -/
theorem centringDefect_of_two (r : (Fin n → ZMod N) → ℂ) (c : Fin n → ZMod N)
    (hc : c + c = 0) :
    centringDefect r c = 4 / (N : ℝ) ^ n * forbiddenIntensity r c := by
  rw [centringDefect_eq, forbiddenIntensity, Finset.sum_filter, Finset.mul_sum, Finset.mul_sum]
  refine Finset.sum_congr rfl fun h _ => ?_
  rw [← phase_gap]
  by_cases h0 : h ⬝ᵥ c = 0
  · simp [h0]
  · have h2 : (ZMod.stdAddChar (h ⬝ᵥ c) : ℂ) * ZMod.stdAddChar (h ⬝ᵥ c) = 1 := by
      rw [← AddChar.map_add_eq_mul, ← dotProduct_add, hc, dotProduct_zero,
        AddChar.map_zero_eq_one]
    have h1 : (ZMod.stdAddChar (h ⬝ᵥ c) : ℂ) ≠ 1 := fun e =>
      h0 (ZMod.injective_stdAddChar (e.trans (AddChar.map_zero_eq_one _).symm))
    -- a forbidden reflection has phase factor `-1`
    have h4 : ‖(-1 : ℂ) - 1‖ ^ 2 = 4 := by
      rw [← Complex.normSq_eq_norm_sq, Complex.normSq_apply]
      norm_num
    rw [if_pos h0, (mul_self_eq_one_iff.mp h2).resolve_left h1, h4]
    ring
```

Rhombohedral centring on hexagonal axes has $3c=0$. For a forbidden reflection, $z=e(h\cdot c)$ satisfies $z^3=1$ and $z\ne1$, so $z^2+z+1=0$ and $\bar z=z^2$. The weight is

$$|z-1|^2=2-z-\bar z=2-(z+z^2)=3,$$

and therefore $D(c)=3I(c)/N^n$.

```lean
/-- For a centring vector with `3c = 0` on the periodic grid, the defect is `3/N^n` times the
intensity in the forbidden reflections. -/
theorem centringDefect_of_three (r : (Fin n → ZMod N) → ℂ) (c : Fin n → ZMod N)
    (hc : c + c + c = 0) :
    centringDefect r c = 3 / (N : ℝ) ^ n * forbiddenIntensity r c := by
  rw [centringDefect_eq, forbiddenIntensity, Finset.sum_filter, Finset.mul_sum, Finset.mul_sum]
  refine Finset.sum_congr rfl fun h _ => ?_
  rw [← phase_gap]
  by_cases h0 : h ⬝ᵥ c = 0
  · simp [h0]
  · obtain ⟨z, hz⟩ : ∃ z : ℂ, z = ZMod.stdAddChar (h ⬝ᵥ c) := ⟨_, rfl⟩
    have h3 : z * z * z = 1 := by
      rw [hz, ← AddChar.map_add_eq_mul, ← AddChar.map_add_eq_mul, ← dotProduct_add,
        ← dotProduct_add, hc, dotProduct_zero, AddChar.map_zero_eq_one]
    have h1 : z ≠ 1 := fun e =>
      h0 (ZMod.injective_stdAddChar ((hz.symm.trans e).trans (AddChar.map_zero_eq_one _).symm))
    have hw : conj z * z = 1 := by
      rw [hz, ← phase_neg, ← AddChar.map_add_eq_mul, neg_add_cancel, AddChar.map_zero_eq_one]
    -- a forbidden reflection has a primitive cube root of unity as phase factor
    have hs : z * z + z + 1 = 0 :=
      mul_left_cancel₀ (sub_ne_zero.mpr h1) (by linear_combination h3)
    have hq : conj z = z * z := by linear_combination (-conj z) * h3 + z * z * hw
    have hg : ((‖z - 1‖ ^ 2 : ℝ) : ℂ) = (3 : ℝ) := by
      rw [← Complex.normSq_eq_norm_sq, ← Complex.mul_conj, map_sub, map_one]
      push_cast
      linear_combination hw - hq - hs
    rw [if_pos h0, ← hz, Complex.ofReal_injective hg]
    ring
```

In both proofs `Finset.sum_filter` turns the sum over forbidden reflections into a sum over all $h$, which is then compared term by term.

## Distance to the nearest centred density

For $2c=0$ the forbidden intensity also has a meaning in direct space. The average

$$s_0(x)=\tfrac12\bigl(r(x)+r(x+c)\bigr)$$

has the centring, because a second translation by $c$ exchanges the two terms. It differs from $r$ by half of $r(x+c)-r(x)$ in modulus, so

$$\sum_x|r(x)-s_0(x)|^2=\tfrac14D(c)=\frac{I(c)}{N^n}.$$

No centred density comes closer. If $s(x+c)=s(x)$, put $\delta=r-s$. Then $r(x+c)-r(x)=\delta(x+c)-\delta(x)$, and the triangle inequality gives

$$|r(x+c)-r(x)|^2\le 2|\delta(x+c)|^2+2|\delta(x)|^2.$$

Summing over the periodic grid yields $D(c)\le4\sum_x|\delta(x)|^2$.

```lean
/-- For a centring vector with `2c = 0`, the forbidden intensity divided by `N^n` is the least
summed squared deviation of `r` from a density `s` that has the centring exactly. -/
theorem forbiddenIntensity_isLeast (r : (Fin n → ZMod N) → ℂ) (c : Fin n → ZMod N)
    (hc : c + c = 0) :
    IsLeast {d : ℝ | ∃ s : (Fin n → ZMod N) → ℂ,
        (∀ x, s (x + c) = s x) ∧ d = ∑ x, ‖r x - s x‖ ^ 2}
      (1 / (N : ℝ) ^ n * forbiddenIntensity r c) := by
  have hV : 1 / (N : ℝ) ^ n * forbiddenIntensity r c = centringDefect r c / 4 := by
    rw [centringDefect_of_two r c hc]
    ring
  rw [hV]
  constructor
  · -- the average of the density and its translate attains the minimum
    refine ⟨fun x => (r x + r (x + c)) / 2, fun x => ?_, ?_⟩
    · change (r (x + c) + r (x + c + c)) / 2 = (r x + r (x + c)) / 2
      rw [add_assoc x c c, hc, add_zero, add_comm (r (x + c))]
    · rw [centringDefect, Finset.sum_div]
      refine Finset.sum_congr rfl fun x _ => ?_
      have hx : r x - (r x + r (x + c)) / 2 = (-1 / 2 : ℂ) * (r (x + c) - r x) := by ring
      have h2 : ‖(-1 / 2 : ℂ)‖ = 1 / 2 := by
        rw [norm_div, norm_neg, norm_one]
        norm_num
      rw [hx, norm_mul, mul_pow, h2]
      ring
  · -- the triangle inequality bounds the deviation from any centred density from below
    rintro d ⟨s, hs, rfl⟩
    have hshift : ∑ x, ‖r (x + c) - s (x + c)‖ ^ 2 = ∑ x, ‖r x - s x‖ ^ 2 :=
      Equiv.sum_comp (Equiv.addRight c) (fun x => ‖r x - s x‖ ^ 2)
    have hle : centringDefect r c
        ≤ ∑ x, (2 * ‖r (x + c) - s (x + c)‖ ^ 2 + 2 * ‖r x - s x‖ ^ 2) := by
      refine Finset.sum_le_sum fun x _ => ?_
      have hx : r (x + c) - r x = (r (x + c) - s (x + c)) - (r x - s x) := by
        rw [hs x]
        ring
      have ht := norm_sub_le (r (x + c) - s (x + c)) (r x - s x)
      rw [← hx] at ht
      nlinarith [norm_nonneg (r (x + c) - r x),
        sq_nonneg (‖r (x + c) - s (x + c)‖ - ‖r x - s x‖)]
    rw [Finset.sum_add_distrib, ← Finset.mul_sum, ← Finset.mul_sum, hshift] at hle
    linarith

end

end CentringDefect
```

`IsLeast` states that the value belongs to the set of squared deviations and bounds that set from below; `constructor` separates these claims. The theorem treats one translation at a time, so for F centring it does not give the distance to a density with all the face-centring translations.

```lean
#print axioms CentringDefect.centringDefect_of_three
#print axioms CentringDefect.forbiddenIntensity_isLeast
```

```
'CentringDefect.centringDefect_of_three' depends on axioms: [propext, Classical.choice, Quot.sound]
'CentringDefect.forbiddenIntensity_isLeast' depends on axioms: [propext, Classical.choice, Quot.sound]
```

## From the grid to a crystal

The step left open is the identification of $F(h)$ on the grid with the structure factor of a continuous density. Sampling adds together reflections whose indices differ by multiples of $N$, so the two agree, up to normalisation, only if this aliasing is absent or negligible. In a plane-wave electronic-structure calculation, the identity relates a loss of centring in the sampled density to its Fourier coefficients, provided that the grid has the same number $N$ of divisions along every axis and contains $c$.

The smallest grid with a nontrivial centring is $n=1$, $N=2$, $c=1$. There $F(0)=r(0)+r(1)$ and $F(1)=r(0)-r(1)$, and only $h=1$ is forbidden. The defect is $2|r(1)-r(0)|^2=\tfrac42|F(1)|^2$, and the squared distance to the nearest centred density is $\tfrac12|F(1)|^2$.

The same argument with a plus sign gives

$$\sum_x|r(x+c)+r(x)|^2=\frac1{N^n}\sum_h4\cos^2\!\left(\frac{\pi\,h\cdot c}{N}\right)|F(h)|^2,$$

since $|e(a)+1|^2=4\cos^2(\pi a/N)$. This companion identity has no Lean proof here. It measures the departure from a density that changes sign under $c$, such as the spin density of a collinear antiferromagnet that is unchanged when the translation is combined with a reversal of all spins. For this the translation must map the whole crystal onto itself, including the non-magnetic atoms, and not only one magnetic sublattice onto the other.
